# The nearest-neighbour Ising antiferromagnet on an even triangular torus has ground-state energy $-JL^2$

## Three spins that cannot all disagree

Put spins $a,b,c=\pm1$ on the corners of a triangle, with energy $J(ab+bc+ac)$ and $J>0$. Each bond prefers opposite spins, but two of the three spins must be equal. Since

$$(a+b+c)^2 = 3 + 2(ab+bc+ac)$$

and $a+b+c$ is $\pm1$ or $\pm3$, the bond sum is $-1$ when the spins are not all equal and $3$ when they are. The lowest energy is therefore $-J$, not $-3J$.

## The lattice model

Sites are pairs $(x,y)$ of integers modulo $L$, with spins $s_{x,y}=\pm1$. Bonds run from every site along $(1,0)$, $(0,1)$ and $(1,1)$, which is the triangular lattice in skewed coordinates:

$$E = J\sum_{x,y}\left(s_{x,y}s_{x+1,y}+s_{x,y}s_{x,y+1}+s_{x,y}s_{x+1,y+1}\right).$$

In a cluster expansion of a binary alloy on this lattice that keeps only the nearest-neighbour pair term, with no constant or single-site term and with composition left free, the two spin values stand for the two species, and $J>0$ favours unlike neighbours. For this restricted model on a torus of even size, $-J$ per site is an exact reference value for a ground-state search.

## From triangles to the minimum

Translating the vertical bonds by one column leaves their total unchanged:

$$\sum_{x,y}s_{x,y}s_{x,y+1}=\sum_{x,y}s_{x+1,y}s_{x+1,y+1}.$$

The energy is then $J$ times a sum of triangle terms, one for each site, with corners $(x,y)$, $(x+1,y)$, $(x+1,y+1)$. Each term is at least $-1$ and there are $L^2$ of them, so $E\ge -JL^2$ for every $L\ge1$. Equality holds exactly when none of these triangles has three equal spins.

For even $L$, let the columns alternate between up and down. The corners $(x,y)$ and $(x+1,y)$ of each triangle then differ, and the bound is attained.

For $L=2$, every site of the stripes contributes $-1$ (horizontal), $+1$ (vertical) and $-1$ (diagonal). The four sites give $E=-4J$. At this size the formula counts each neighbouring pair twice.

## A degenerate ground level

If 3 divides $L$, label the sites by $x+y$ modulo 3. The corners of each triangle carry labels $c$, $c+1$, $c+2$, so all three sublattices occur. Fix sublattice 0 up and sublattice 1 down: no triangle can have three equal spins, whatever the spins on sublattice 2. Its $L^2/3$ free spins give $2^{L^2/3}$ different ground states of this form.

## Where evenness matters

For $L=1$ every bond joins the single site to itself, so both configurations have $E=3J$ and the value $-J$ is not reached. For odd $L\ge3$ alternating columns do not close up, but the triangle criterion still allows other patterns: take $s_{x,y}=f(x+y)$, where $f$ assigns $\pm1$ to the integers modulo $L$ and alternates except for one pair of equal neighbours. The corners of a triangle carry three cyclically consecutive values of $f$, and these are never all equal. This extension to all odd $L\ge3$ is an argument by hand and is not in the file.

## The statement in Lean

`Config L` assigns a `Bool` to each site of `ZMod L × ZMod L`, in curried form, and `spin` converts it to $\pm1$. Arithmetic in `ZMod L` supplies the periodic boundaries, and `NeZero L` excludes $L=0$. In `ground_state_energy`, `IsLeast` says that $-JL^2$ is the energy of some configuration and that no configuration lies below it. The spins are classical, the torus is finite and there is no field.

```lean
import Mathlib

open Finset

namespace TriangularAntiferromagnet

noncomputable section

/-- An Ising configuration on the `L × L` torus: each site is up (`true`) or down (`false`). -/
abbrev Config (L : ℕ) := ZMod L → ZMod L → Bool

/-- The spin value, `+1` for up and `-1` for down. -/
def spin (b : Bool) : ℝ := if b then 1 else -1

/-- The Ising energy with coupling `J` and bonds along `(1,0)`, `(0,1)` and `(1,1)`
from every site of the torus. -/
def energy {L : ℕ} [NeZero L] (J : ℝ) (σ : Config L) : ℝ :=
  J * ∑ x, ∑ y, (spin (σ x y) * spin (σ (x + 1) y) + spin (σ x y) * spin (σ x (y + 1))
    + spin (σ x y) * spin (σ (x + 1) (y + 1)))

/-- The sum of the three bond products around a triangle of spins. -/
def triangleSum (a b c : Bool) : ℝ :=
  spin a * spin b + spin b * spin c + spin a * spin c

/-- Stripes: columns of equal spins that alternate between up and down along `x`. -/
def stripes {L : ℕ} (hL : Even L) : Config L :=
  fun x _ => decide (ZMod.castHom hL.two_dvd (ZMod 2) x = 0)

/-- The spin on sublattice `c`: up on sublattice 0, down on sublattice 1, and the
freely chosen value on sublattice 2. -/
def sublatticeSpin (c : ZMod 3) (free : Bool) : Bool :=
  if c = 0 then true else if c = 1 then false else free

/-- The three-sublattice configuration, with sublattices labelled by `x + y` modulo 3 and
the spins of the third sublattice taken from `τ`. -/
def threeSublattice {L : ℕ} (h : 3 ∣ L) (τ : Config L) : Config L :=
  fun x y => sublatticeSpin (ZMod.castHom h (ZMod 3) (x + y)) (τ x y)

/-- The bond products around a triangle of Ising spins sum to at least `-1`. -/
theorem neg_one_le_triangleSum (a b c : Bool) : -1 ≤ triangleSum a b c := by
  cases a <;> cases b <;> cases c <;> norm_num [triangleSum, spin]

/-- The bond products around a triangle sum to `-1` exactly when its three spins are
not all equal. -/
theorem triangleSum_eq_neg_one_iff (a b c : Bool) :
    triangleSum a b c = -1 ↔ ¬(a = b ∧ b = c) := by
  cases a <;> cases b <;> cases c <;> norm_num [triangleSum, spin]

/-- The energy is `J` times the sum of the bond products around the triangles
`(x,y)`, `(x+1,y)`, `(x+1,y+1)`, one for each site. -/
theorem energy_eq_triangles {L : ℕ} [NeZero L] (J : ℝ) (σ : Config L) :
    energy J σ = J * ∑ x, ∑ y, triangleSum (σ x y) (σ (x + 1) y) (σ (x + 1) (y + 1)) := by
  -- translating all vertical bonds by one column leaves their sum unchanged
  have shift : ∑ x, ∑ y, spin (σ (x + 1) y) * spin (σ (x + 1) (y + 1))
      = ∑ x, ∑ y, spin (σ x y) * spin (σ x (y + 1)) :=
    Equiv.sum_comp (Equiv.addRight (1 : ZMod L))
      (fun x => ∑ y, spin (σ x y) * spin (σ x (y + 1)))
  unfold energy triangleSum
  simp only [Finset.sum_add_distrib]
  rw [shift]

/-- Summing `-1` over all sites of the torus gives `-L²`. -/
theorem sum_neg_one (L : ℕ) [NeZero L] :
    ∑ _x : ZMod L, ∑ _y : ZMod L, (-1 : ℝ) = -(L : ℝ) ^ 2 := by
  simp only [Finset.sum_const, Finset.card_univ, ZMod.card, nsmul_eq_mul]
  ring

/-- For antiferromagnetic coupling, every configuration on a torus of any size `L`
has energy at least `-J L²`. -/
theorem energy_lower_bound {L : ℕ} [NeZero L] {J : ℝ} (hJ : 0 < J) (σ : Config L) :
    -J * (L : ℝ) ^ 2 ≤ energy J σ := by
  have h : ∑ _x : ZMod L, ∑ _y : ZMod L, (-1 : ℝ)
      ≤ ∑ x, ∑ y, triangleSum (σ x y) (σ (x + 1) y) (σ (x + 1) (y + 1)) :=
    Finset.sum_le_sum fun x _ => Finset.sum_le_sum fun y _ => neg_one_le_triangleSum _ _ _
  rw [sum_neg_one] at h
  rw [energy_eq_triangles]
  have h' := mul_le_mul_of_nonneg_left h hJ.le
  linarith

/-- For `J > 0`, a configuration has energy `-J L²` exactly when none of the triangles `(x,y)`,
`(x+1,y)`, `(x+1,y+1)` carries three equal spins. -/
theorem energy_eq_bound_iff {L : ℕ} [NeZero L] {J : ℝ} (hJ : 0 < J) (σ : Config L) :
    energy J σ = -J * (L : ℝ) ^ 2 ↔
      ∀ x y, ¬(σ x y = σ (x + 1) y ∧ σ (x + 1) y = σ (x + 1) (y + 1)) := by
  have outer : ∀ x ∈ (Finset.univ : Finset (ZMod L)), ∑ _y : ZMod L, (-1 : ℝ)
      ≤ ∑ y, triangleSum (σ x y) (σ (x + 1) y) (σ (x + 1) (y + 1)) :=
    fun x _ => Finset.sum_le_sum fun y _ => neg_one_le_triangleSum _ _ _
  have hb : -J * (L : ℝ) ^ 2 = J * ∑ _x : ZMod L, ∑ _y : ZMod L, (-1 : ℝ) := by
    rw [sum_neg_one]; ring
  -- a sum of termwise bounds is saturated only if every term is
  rw [energy_eq_triangles, hb, mul_right_inj' hJ.ne', eq_comm,
    Finset.sum_eq_sum_iff_of_le outer]
  constructor
  · intro h x y
    have hxy := (Finset.sum_eq_sum_iff_of_le (fun (y : ZMod L) _ =>
      neg_one_le_triangleSum (σ x y) (σ (x + 1) y) (σ (x + 1) (y + 1)))).1
        (h x (Finset.mem_univ x)) y (Finset.mem_univ y)
    exact (triangleSum_eq_neg_one_iff _ _ _).1 hxy.symm
  · intro h x _
    exact Finset.sum_congr rfl fun y _ =>
      ((triangleSum_eq_neg_one_iff _ _ _).2 (h x y)).symm

/-- On a torus of even size, the alternating stripes have energy `-J L²`. -/
theorem energy_stripes {L : ℕ} [NeZero L] {J : ℝ} (hJ : 0 < J) (hL : Even L) :
    energy J (stripes hL) = -J * (L : ℝ) ^ 2 := by
  rw [energy_eq_bound_iff hJ]
  intro x y h
  -- neighbouring columns carry opposite spins
  have key : ∀ c : ZMod 2, decide (c = 0) ≠ decide (c + 1 = 0) := by decide
  have h1 := h.1
  unfold stripes at h1
  rw [map_add, map_one] at h1
  exact key _ h1

/-- On a torus of even size `L`, the minimum energy of the triangular Ising
antiferromagnet is exactly `-J L²`. -/
theorem ground_state_energy {L : ℕ} [NeZero L] {J : ℝ} (hJ : 0 < J) (hL : Even L) :
    IsLeast (Set.range (fun σ : Config L => energy J σ)) (-J * (L : ℝ) ^ 2) := by
  refine ⟨⟨stripes hL, energy_stripes hJ hL⟩, ?_⟩
  rintro _ ⟨σ, rfl⟩
  exact energy_lower_bound hJ σ

/-- If 3 divides `L`, the three-sublattice configuration has energy `-J L²` for every
choice `τ` of the spins on the third sublattice. -/
theorem energy_threeSublattice {L : ℕ} [NeZero L] {J : ℝ} (hJ : 0 < J) (h3 : 3 ∣ L)
    (τ : Config L) : energy J (threeSublattice h3 τ) = -J * (L : ℝ) ^ 2 := by
  rw [energy_eq_bound_iff hJ]
  intro x y
  -- spins on sublattices `c`, `c + 1` and `c + 2` are never all equal
  have key : ∀ (c : ZMod 3) (a b d : Bool),
      ¬(sublatticeSpin c a = sublatticeSpin (c + 1) b ∧
        sublatticeSpin (c + 1) b = sublatticeSpin (c + 2) d) := by
    unfold sublatticeSpin
    decide
  have e1 : ZMod.castHom h3 (ZMod 3) (x + 1 + y)
      = ZMod.castHom h3 (ZMod 3) (x + y) + 1 := by
    simp only [map_add, map_one]; ring
  have e2 : ZMod.castHom h3 (ZMod 3) (x + 1 + (y + 1))
      = ZMod.castHom h3 (ZMod 3) (x + y) + 2 := by
    simp only [map_add, map_one]; ring
  unfold threeSublattice
  rw [e1, e2]
  exact key _ _ _ _

end

end TriangularAntiferromagnet
```

```lean
#print axioms TriangularAntiferromagnet.ground_state_energy
#print axioms TriangularAntiferromagnet.energy_threeSublattice
```

```
'TriangularAntiferromagnet.ground_state_energy' depends on axioms: [propext, Classical.choice, Quot.sound]
'TriangularAntiferromagnet.energy_threeSublattice' depends on axioms: [propext, Classical.choice, Quot.sound]
```

## How the proof follows the derivation

The two lemmas on `triangleSum` check all eight spin assignments, in place of the square identity. In `energy_eq_triangles`, `Equiv.sum_comp` performs the column translation. `energy_lower_bound` sums the lower bound for a single triangle over both coordinates and multiplies by $J$.

For `energy_eq_bound_iff`, $J\neq0$ is cancelled first. Then `Finset.sum_eq_sum_iff_of_le` is used for the sum over $x$ and again for the sum over $y$: a sum of termwise bounds is saturated only if every term is.

`energy_stripes` applies this criterion. Evenness provides the map `ZMod.castHom` to `ZMod 2`, so column parity is well defined on the torus, and `decide` confirms that adding 1 flips it. `ground_state_energy` combines the stripes with the lower bound.

`energy_threeSublattice` works the same way modulo 3. The equations `e1` and `e2` compute the labels $c+1$ and $c+2$, and `decide` checks every label and every choice of free spins. The argument `τ` is defined on all sites, but only its values on sublattice 2 are used.
